# Projecting force constants onto the acoustic sum rule keeps them positive semidefinite; correcting the diagonal can fail to

Before I diagonalise force constants from finite displacements, I subtract each row's sum from its diagonal entry, so that a rigid shift of all atoms produces no force. In a two-atom model this turned a stable matrix into one with a negative eigenvalue. Is the sum rule incompatible with my data, or is the correction at fault?

## The negative eigenvalue comes from the diagonal correction

Take \(N\ge 1\) atoms with one displacement coordinate \(x_i\) each and harmonic energy \(\tfrac12 x^TFx\), where \(F\) is real, symmetric and positive semidefinite. Let \(\mathbf 1\) be the vector of ones and \(P=I-\tfrac1N\mathbf 1\mathbf 1^T\), which subtracts the mean displacement. Then \(P^T=P\), \(P^2=P\), \(P\mathbf 1=0\), and \(Px=x\) exactly when \(\sum_i x_i=0\).

The matrix \(PFP\) obeys the sum rule because \(PFP\mathbf 1=0\), and it stays positive semidefinite because
\[
x^TPFPx=(Px)^TF(Px)\ge 0 .
\]

It is also the smallest change to \(F\) in the Frobenius norm. Let \(A\) be symmetric with \(A\mathbf 1=0\). Then \(AP=A\), and transposing gives \(PA=A\), so \(PAP=A\). Put \(G=F-PFP\) and \(B=PFP-A\). Since \(PGP=0\) and \(PBP=B\),
\[
\operatorname{tr}(G^TB)=\operatorname{tr}(G^TPBP)=\operatorname{tr}(PG^TPB)=0,
\]
and therefore
\[
\|F-A\|^2=\|F-PFP\|^2+\|PFP-A\|^2 .
\]
Any \(A\ne PFP\) is strictly farther from \(F\).

Your recipe gives \(D=F-\operatorname{diag}(r)\) with \(r_i=\sum_jF_{ij}\). By the symmetry of \(F\),
\[
x^TDx=\sum_{i,j}F_{ij}(x_ix_j-x_i^2)=-\tfrac12\sum_{i,j}F_{ij}(x_i-x_j)^2 .
\]
The original diagonal has dropped out, and with it any stability that it supplied. If all off-diagonal entries are nonnegative, this form is never positive. An example chosen for easy arithmetic, whose row sums are too large for realistic data on a free pair of atoms, is
\[
F=\begin{pmatrix}2&1\\1&2\end{pmatrix},\quad
D=\begin{pmatrix}-1&1\\1&-1\end{pmatrix},\quad
PFP=\tfrac12\begin{pmatrix}1&-1\\-1&1\end{pmatrix}.
\]
On \((1,-1)\), \(F\) and \(PFP\) have eigenvalue \(1\), while \(D\) has \(-2\). With a single atom the recipes agree: both return zero, the only \(1\times1\) matrix that obeys the rule.

In a calculation with one coordinate per atom, you symmetrise the measured \(F\) and then replace each entry by
\[
F_{ij}-\frac{r_i+r_j}{N}+\frac{1}{N^2}\sum_k r_k ,
\]
which is \((PFP)_{ij}\). Mass-weighting and diagonalisation follow. If the symmetrised \(F\) is positive semidefinite, this route gives no imaginary frequencies. That does not settle whether the real system is stable: if the errors in \(F\) lie only on its diagonal, the diagonal correction recovers the true matrix, and an instability that it reveals is real.

## What the Lean statements say

The finite type `n` labels the atoms, `proj n` is \(P\), and `SumRule A` says that every row of `A` sums to zero. `frobSq` is the squared Frobenius norm, which orders distances as the norm does. For real matrices `PosSemidef` includes symmetry. It is assumed of `F`, and physically it says that no displacement lowers the harmonic energy.

`projection_stable_and_nearest` contains the three claims about \(PFP\), with competitors restricted to symmetric matrices obeying the rule. `diagCorrected` is \(D\), and `diagCorrected_unstable` is the two-atom example. The model has no Cartesian components, rotational sum rules or wavevectors, and it does not require distant couplings to remain zero.

```lean
import Mathlib

open Matrix

namespace AcousticSumRule

noncomputable section

variable {n : Type*} [Fintype n] [DecidableEq n]

/-- The acoustic sum rule: every row of the force-constant matrix sums to zero,
so a uniform displacement produces no force. -/
def SumRule (A : Matrix n n ℝ) : Prop := ∀ i, ∑ j, A i j = 0

/-- The matrix that subtracts from a displacement its mean over all atoms
(for a nonempty set of atoms). -/
def proj (n : Type*) [Fintype n] [DecidableEq n] : Matrix n n ℝ :=
  1 - Matrix.of fun _ _ => (Fintype.card n : ℝ)⁻¹

/-- The squared Frobenius norm, the sum of the squares of all entries. -/
def frobSq (A : Matrix n n ℝ) : ℝ := ∑ i, ∑ j, A i j ^ 2

/-- The diagonal correction: each row sum is subtracted from the diagonal entry of its row. -/
def diagCorrected (F : Matrix n n ℝ) : Matrix n n ℝ :=
  F - Matrix.diagonal fun i => ∑ j, F i j

/-- Multiplying a matrix that obeys the sum rule by the projector from the right
leaves it unchanged. -/
theorem mul_proj {A : Matrix n n ℝ} (hA : SumRule A) : A * proj n = A := by
  rw [proj, Matrix.mul_sub, Matrix.mul_one]
  ext i j
  have h : ∑ k, A i k = 0 := hA i
  rw [Matrix.sub_apply, Matrix.mul_apply]
  simp only [Matrix.of_apply]
  rw [← Finset.sum_mul, h, zero_mul, sub_zero]

/-- For a nonempty set of atoms, `proj n` is the orthogonal projector onto zero-sum
displacements: it is symmetric and idempotent, and it fixes exactly the zero-sum vectors. -/
theorem proj_orthogonal [Nonempty n] :
    (proj n)ᵀ = proj n ∧ proj n * proj n = proj n ∧
      ∀ x : n → ℝ, proj n *ᵥ x = x ↔ ∑ i, x i = 0 := by
  have hc : (Fintype.card n : ℝ) ≠ 0 := Nat.cast_ne_zero.mpr Fintype.card_ne_zero
  refine ⟨?_, mul_proj ?_, fun x => ?_⟩
  · ext i j
    simp [proj, Matrix.one_apply, eq_comm]
  · intro i
    simp [proj, Matrix.one_apply, Finset.sum_sub_distrib, hc]
  · -- the projector subtracts the mean displacement
    have happ : ∀ i, (proj n *ᵥ x) i = x i - (Fintype.card n : ℝ)⁻¹ * ∑ j, x j := by
      intro i
      rw [proj, Matrix.sub_mulVec, Matrix.one_mulVec, Pi.sub_apply, Finset.mul_sum]
      rfl
    constructor
    · intro h
      obtain ⟨i⟩ := ‹Nonempty n›
      have h1 := happ i
      rw [h] at h1
      have h2 : (Fintype.card n : ℝ)⁻¹ * ∑ j, x j = 0 := by linarith
      exact (mul_eq_zero.mp h2).resolve_left (inv_ne_zero hc)
    · intro h
      ext i
      rw [happ, h, mul_zero, sub_zero]

/-- The part of `F` removed by the projection is Frobenius-orthogonal to every matrix
that the two-sided projection leaves unchanged. -/
theorem residual_orthogonal [Nonempty n] (F B : Matrix n n ℝ)
    (hB : proj n * B * proj n = B) :
    ∑ i, ∑ j, (F - proj n * F * proj n) i j * B i j = 0 := by
  obtain ⟨hT, hP, -⟩ := proj_orthogonal (n := n)
  have e : proj n * (F - proj n * F * proj n) * proj n = 0 := by
    have h : proj n * (F - proj n * F * proj n) * proj n =
        proj n * F * proj n - (proj n * proj n) * F * (proj n * proj n) := by
      noncomm_ring
    rw [h, hP, sub_self]
  generalize F - proj n * F * proj n = G at e ⊢
  have key := congrArg Matrix.transpose e
  rw [Matrix.transpose_mul, Matrix.transpose_mul, hT, Matrix.transpose_zero,
    ← Matrix.mul_assoc] at key
  -- cyclicity of the trace moves both projectors onto the residual
  have tr : Matrix.trace (Gᵀ * B) = 0 := by
    calc Matrix.trace (Gᵀ * B) = Matrix.trace (Gᵀ * (proj n * B) * proj n) := by
          rw [Matrix.mul_assoc, hB]
      _ = Matrix.trace (proj n * Gᵀ * proj n * B) := by
          rw [Matrix.trace_mul_comm]
          simp only [Matrix.mul_assoc]
      _ = 0 := by rw [key, Matrix.zero_mul, Matrix.trace_zero]
  rw [Finset.sum_comm]
  simpa only [Matrix.trace, Matrix.diag_apply, Matrix.mul_apply,
    Matrix.transpose_apply] using tr

/-- Pythagoras for force constants: the squared Frobenius distance from `F` to a symmetric matrix
`A` obeying the sum rule is the squared distance from `F` to the projected matrix plus the squared
distance from the projected matrix to `A`. -/
theorem frobSq_pythagoras [Nonempty n] (F : Matrix n n ℝ) {A : Matrix n n ℝ}
    (hs : A.IsSymm) (hA : SumRule A) :
    frobSq (F - A) =
      frobSq (F - proj n * F * proj n) + frobSq (proj n * F * proj n - A) := by
  obtain ⟨hT, hP, -⟩ := proj_orthogonal (n := n)
  have hr := mul_proj hA
  have hl := congrArg Matrix.transpose hr
  rw [Matrix.transpose_mul, hT, hs.eq] at hl
  have hB : proj n * (proj n * F * proj n - A) * proj n = proj n * F * proj n - A := by
    have h : proj n * (proj n * F * proj n - A) * proj n =
        (proj n * proj n) * F * (proj n * proj n) - proj n * A * proj n := by
      noncomm_ring
    rw [h, hP, hl, hr]
  have h0 := residual_orthogonal F _ hB
  have hsum : frobSq (F - A) =
      frobSq (F - proj n * F * proj n) + frobSq (proj n * F * proj n - A) +
      2 * ∑ i, ∑ j, (F - proj n * F * proj n) i j * (proj n * F * proj n - A) i j := by
    simp only [frobSq, Finset.mul_sum, ← Finset.sum_add_distrib]
    refine Finset.sum_congr rfl fun i _ => Finset.sum_congr rfl fun j _ => ?_
    simp only [Matrix.sub_apply]
    ring
  rw [hsum, h0, mul_zero, add_zero]

/-- For positive semidefinite force constants `F`, the projected matrix is positive
semidefinite, obeys the acoustic sum rule, and is strictly nearer to `F` in Frobenius
distance than any other symmetric matrix obeying that rule. -/
theorem projection_stable_and_nearest [Nonempty n] {F : Matrix n n ℝ}
    (hF : F.PosSemidef) :
    (proj n * F * proj n).PosSemidef ∧ SumRule (proj n * F * proj n) ∧
      ∀ A : Matrix n n ℝ, A.IsSymm → SumRule A → A ≠ proj n * F * proj n →
        frobSq (F - proj n * F * proj n) < frobSq (F - A) := by
  obtain ⟨hT, -, -⟩ := proj_orthogonal (n := n)
  refine ⟨?_, ?_, ?_⟩
  · have h := hF.conjTranspose_mul_mul_same (proj n)
    rwa [Matrix.conjTranspose_eq_transpose_of_trivial, hT] at h
  · intro i
    have hrow : ∀ k, ∑ j, proj n k j = 0 := by
      intro k
      simp [proj, Matrix.one_apply, Finset.sum_sub_distrib]
    simp only [Matrix.mul_apply (M := proj n * F)]
    rw [Finset.sum_comm]
    simp only [← Finset.mul_sum, hrow, mul_zero, Finset.sum_const_zero]
  · intro A hs hA hne
    rw [frobSq_pythagoras F hs hA]
    -- a different matrix differs in some entry, which costs a positive distance
    have hex : ∃ i j, (proj n * F * proj n - A) i j ≠ 0 := by
      by_contra h
      push Not at h
      apply hne
      ext i j
      have hij := h i j
      rw [Matrix.sub_apply] at hij
      linarith
    obtain ⟨i, j, hij⟩ := hex
    have hpos : 0 < frobSq (proj n * F * proj n - A) :=
      Finset.sum_pos' (fun _ _ => Finset.sum_nonneg fun _ _ => sq_nonneg _)
        ⟨i, Finset.mem_univ i, Finset.sum_pos' (fun _ _ => sq_nonneg _)
          ⟨j, Finset.mem_univ j, by positivity⟩⟩
    linarith

/-- The diagonal correction also restores the acoustic sum rule. -/
theorem diagCorrected_sumRule (F : Matrix n n ℝ) : SumRule (diagCorrected F) := by
  intro i
  simp [diagCorrected, Matrix.diagonal_apply, Finset.sum_sub_distrib]

/-- For symmetric `F`, the quadratic form of the diagonally corrected matrix is minus one half
of the sum of `F i j` times the squared relative displacement, over all ordered pairs. -/
theorem diagCorrected_energy {F : Matrix n n ℝ} (hF : F.IsSymm) (x : n → ℝ) :
    x ⬝ᵥ (diagCorrected F *ᵥ x) = -(1 / 2) * ∑ i, ∑ j, F i j * (x i - x j) ^ 2 := by
  have h1 : x ⬝ᵥ (diagCorrected F *ᵥ x) =
      ∑ i, ∑ j, F i j * x i * x j - ∑ i, ∑ j, F i j * x i ^ 2 := by
    rw [diagCorrected, Matrix.sub_mulVec, dotProduct_sub]
    congr 1
    · simp only [dotProduct, Matrix.mulVec, Finset.mul_sum]
      refine Finset.sum_congr rfl fun i _ => Finset.sum_congr rfl fun j _ => ?_
      ring
    · simp only [dotProduct, Matrix.mulVec_diagonal]
      refine Finset.sum_congr rfl fun i _ => ?_
      rw [← Finset.sum_mul]
      ring
  -- symmetry lets the two atoms of a pair exchange roles
  have h2 : ∑ i, ∑ j, F i j * x j ^ 2 = ∑ i, ∑ j, F i j * x i ^ 2 := by
    rw [Finset.sum_comm]
    refine Finset.sum_congr rfl fun i _ => Finset.sum_congr rfl fun j _ => ?_
    rw [hF.apply i j]
  have h3 : ∑ i, ∑ j, F i j * (x i - x j) ^ 2 =
      ∑ i, ∑ j, F i j * x i ^ 2 + ∑ i, ∑ j, F i j * x j ^ 2 -
        2 * ∑ i, ∑ j, F i j * x i * x j := by
    simp only [Finset.mul_sum, ← Finset.sum_add_distrib, ← Finset.sum_sub_distrib]
    refine Finset.sum_congr rfl fun i _ => Finset.sum_congr rfl fun j _ => ?_
    ring
  rw [h1, h3, h2]
  ring

/-- If `F` is symmetric with nonnegative off-diagonal entries, the quadratic form of the
diagonally corrected matrix is never positive. -/
theorem diagCorrected_nonpos {F : Matrix n n ℝ} (hF : F.IsSymm)
    (hoff : ∀ i j, i ≠ j → 0 ≤ F i j) (x : n → ℝ) :
    x ⬝ᵥ (diagCorrected F *ᵥ x) ≤ 0 := by
  rw [diagCorrected_energy hF]
  have h : 0 ≤ ∑ i, ∑ j, F i j * (x i - x j) ^ 2 := by
    refine Finset.sum_nonneg fun i _ => Finset.sum_nonneg fun j _ => ?_
    by_cases hij : i = j
    · simp [hij]
    · exact mul_nonneg (hoff i j hij) (sq_nonneg _)
  linarith

/-- The matrix with rows (2, 1) and (1, 2) is positive semidefinite, but its diagonal
correction has the eigenvector (1, -1) with eigenvalue -2. -/
theorem diagCorrected_unstable :
    (!![2, 1; 1, 2] : Matrix (Fin 2) (Fin 2) ℝ).PosSemidef ∧
      diagCorrected !![2, 1; 1, 2] *ᵥ ![1, -1] = (-2 : ℝ) • ![1, -1] := by
  constructor
  · apply Matrix.PosSemidef.of_dotProduct_mulVec_nonneg
    · ext i j
      fin_cases i <;> fin_cases j <;> simp
    · intro x
      simp only [dotProduct, Matrix.mulVec, Fin.sum_univ_two, Pi.star_apply, star_trivial,
        Matrix.of_apply, Matrix.cons_val_zero, Matrix.cons_val_one]
      nlinarith [sq_nonneg (x 0 + x 1), sq_nonneg (x 0), sq_nonneg (x 1)]
  · ext i
    fin_cases i <;>
      norm_num [diagCorrected, Matrix.mulVec, dotProduct, Fin.sum_univ_two,
        Matrix.diagonal_apply]

end

end AcousticSumRule
```

```lean
#print axioms AcousticSumRule.projection_stable_and_nearest
-- 'AcousticSumRule.projection_stable_and_nearest' depends on axioms: [propext, Classical.choice, Quot.sound]
#print axioms AcousticSumRule.diagCorrected_sumRule
-- 'AcousticSumRule.diagCorrected_sumRule' depends on axioms: [propext, Classical.choice, Quot.sound]
#print axioms AcousticSumRule.diagCorrected_nonpos
-- 'AcousticSumRule.diagCorrected_nonpos' depends on axioms: [propext, Classical.choice, Quot.sound]
#print axioms AcousticSumRule.diagCorrected_unstable
-- 'AcousticSumRule.diagCorrected_unstable' depends on axioms: [propext, Classical.choice, Quot.sound]
```

## From the matrix algebra to the code

`mul_proj` proves \(AP=A\). In `proj_orthogonal`, idempotence is this lemma applied to \(P\) itself, and `happ` writes out the subtraction of the mean to identify the fixed vectors.

`residual_orthogonal` obtains \(PGP=0\) with `noncomm_ring`, then moves the projectors around the trace with `Matrix.trace_mul_comm`. `frobSq_pythagoras` expands the square entry by entry and removes the cross term with that lemma; it needs no positivity of `F`. In the main theorem, `conjTranspose_mul_mul_same` is the congruence argument for positivity, and strictness comes from one entry in which `A` differs from \(PFP\).

For the diagonal recipe, `diagCorrected_sumRule` confirms that the rule is restored. In `diagCorrected_energy`, `h1` expands the quadratic form, `h2` exchanges the two atoms of a pair by symmetry, and `h3` expands the squared difference. `diagCorrected_nonpos` then checks signs term by term; diagonal terms vanish. In the example, `nlinarith` gets positivity of \(F\) from
\[
x^TFx=x_0^2+x_1^2+(x_0+x_1)^2,
\]
with indices starting at zero as in `Fin 2`, and the eigenvector equation is checked by components.
